# On a finite-dimensional space, an antiunitary map has a basis-independent diagonal sum exactly when it squares to −1

The trace of a rotation or reflection operator on a multiplet is the same in every orthonormal basis, and this number, the character, helps to identify the multiplet. The symmetries of a non-magnetic system also include time reversal, which is antiunitary. Its diagonal matrix elements can be added up in the same way, and the question is whether the sum depends on the basis.

Let \(E\) be a complex inner product space, with \(\langle\cdot,\cdot\rangle\) conjugate-linear in the first slot, and let \(T:E\to E\) be conjugate-linear, so that \(T(cx)=\bar c\,Tx\). Lean writes this type as `E →ₛₗ[starRingEnd ℂ] E`.

```lean
import Mathlib

open ComplexConjugate
open scoped InnerProductSpace

namespace AntiunitaryTrace

noncomputable section

variable {E : Type*} [NormedAddCommGroup E] [InnerProductSpace ℂ E]
variable {ι : Type*} [Fintype ι]
```

For an orthonormal basis \(b\) with vectors \(b_i\), the diagonal sum is \(S_T(b)=\sum_i\langle b_i,Tb_i\rangle\), called `diagSum T b` in the code. The index type `ι` is finite.

```lean
/-- The sum of the diagonal matrix elements of a conjugate-linear map in an orthonormal basis. -/
def diagSum (T : E →ₛₗ[starRingEnd ℂ] E) (b : OrthonormalBasis ι ℂ E) : ℂ :=
  ∑ i, ⟪b i, T (b i)⟫_ℂ
```

The map is antiunitary when \(\langle Tx,Ty\rangle=\langle y,x\rangle\) for all \(x,y\). Invertibility is not required separately, since in finite dimension it follows.

```lean
/-- A conjugate-linear map is antiunitary when it exchanges the two slots of the
inner product. -/
def IsAntiunitary (T : E →ₛₗ[starRingEnd ℂ] E) : Prop :=
  ∀ x y, ⟪T x, T y⟫_ℂ = ⟪y, x⟫_ℂ
```

## (a) A phase on one state

Show that multiplying a state by a complex number \(c\) changes its diagonal element according to
\[
\langle cx,T(cx)\rangle=\bar c^{\,2}\langle x,Tx\rangle .
\]

**Solution.** The left slot gives a factor \(\bar c\). In the right slot \(T(cx)=\bar c\,Tx\), which gives a second \(\bar c\). For a linear operator the factor would be \(\bar c c=|c|^2\), and a phase would drop out.

The three rewrites in the proof are these three rules: conjugate-linearity of `T`, then each slot of the inner product.

```lean
/-- Multiplying a state by `c` multiplies its diagonal element by the square of `conj c`. -/
theorem diag_smul (T : E →ₛₗ[starRingEnd ℂ] E) (c : ℂ) (x : E) :
    ⟪c • x, T (c • x)⟫_ℂ = (conj c) ^ 2 * ⟪x, T x⟫_ℂ := by
  rw [map_smulₛₗ, inner_smul_left, inner_smul_right]
  ring
```

## (b) Rephasing a whole basis

Given an orthonormal basis \(b\) and numbers \(c_i\) with \(|c_i|=1\), show that there is an orthonormal basis \(b'\) with
\[
b'_i=c_i b_i\quad\text{for all } i .
\]

**Solution.** We have \(\langle c_ib_i,c_jb_j\rangle=\bar c_i c_j\langle b_i,b_j\rangle\), which is \(0\) for \(i\neq j\) and \(|c_i|^2=1\) for \(i=j\). An orthonormal family with as many members as the dimension is a basis.

In Lean, `ho` is the orthonormality computation, and a Mathlib extension theorem turns the family into an `OrthonormalBasis`.

```lean
/-- The vectors of an orthonormal basis may be multiplied by arbitrary phases, and the result
is again an orthonormal basis. -/
theorem exists_rephased [FiniteDimensional ℂ E] (b : OrthonormalBasis ι ℂ E) (c : ι → ℂ)
    (hc : ∀ i, ‖c i‖ = 1) : ∃ b' : OrthonormalBasis ι ℂ E, ∀ i, b' i = c i • b i := by
  have ho : Orthonormal ℂ (fun i => c i • b i) := by
    refine ⟨fun i => ?_, fun i j hij => ?_⟩
    · show ‖c i • b i‖ = 1
      rw [norm_smul, hc, b.orthonormal.1 i, mul_one]
    · have h : ⟪b i, b j⟫_ℂ = 0 := b.orthonormal.2 hij
      show ⟪c i • b i, c j • b j⟫_ℂ = 0
      rw [inner_smul_left, inner_smul_right, h, mul_zero, mul_zero]
  obtain ⟨b', hb'⟩ := Orthonormal.exists_orthonormalBasis_extension_of_card_eq (𝕜 := ℂ)
    (Module.finrank_eq_card_basis b.toBasis) (v := fun i => c i • b i) (s := Set.univ)
    (ho.comp (fun i : ↥(Set.univ : Set ι) => i.1) Subtype.val_injective)
  exact ⟨b', fun i => hb' i (Set.mem_univ i)⟩
```

## (c) The condition for basis independence

Let \(E\) be finite-dimensional and \(T\) conjugate-linear, not necessarily antiunitary. Show that \(S_T(b)\) is the same for all orthonormal bases if and only if
\[
\langle x,Tx\rangle=0\quad\text{for all } x .
\]

**Solution.** If every diagonal element vanishes, every sum is zero. Conversely, suppose that the sum is basis-independent and take \(x\neq0\). Extend \(u=x/\|x\|\) to an orthonormal basis \(b\) with \(b_{i_0}=u\), and let \(b'\) be the same basis with \(u\) replaced by \(\mathrm i u\). Since \(\bar{\mathrm i}^{\,2}=-1\), part (a) gives
\[
0=S_T(b)-S_T(b')=\langle u,Tu\rangle-(-1)\langle u,Tu\rangle=2\langle u,Tu\rangle .
\]
Hence \(\langle x,Tx\rangle=\|x\|^2\langle u,Tu\rangle=0\).

The bases are indexed by `Fin (Module.finrank ℂ E)`, that is, by \(0,\dots,\dim E-1\). The step `key` is the displayed difference: `Finset.sum_eq_single` removes all terms except the one at `i0`. The last lines undo the normalisation.

```lean
/-- The diagonal sum of a conjugate-linear map is the same in all orthonormal bases exactly when
every state is orthogonal to its image. -/
theorem diagSum_independent_iff [FiniteDimensional ℂ E] (T : E →ₛₗ[starRingEnd ℂ] E) :
    (∀ b b' : OrthonormalBasis (Fin (Module.finrank ℂ E)) ℂ E, diagSum T b = diagSum T b') ↔
      ∀ x, ⟪x, T x⟫_ℂ = 0 := by
  refine ⟨fun h x => ?_, fun h b b' => by simp [diagSum, h]⟩
  by_cases hx : x = 0
  · simp [hx]
  have : Nontrivial E := ⟨x, 0, hx⟩
  let i0 : Fin (Module.finrank ℂ E) := ⟨0, Module.finrank_pos⟩
  have hu : ‖((‖x‖ : ℂ)⁻¹) • x‖ = 1 := by
    rw [norm_smul, norm_inv, Complex.norm_real, norm_norm,
      inv_mul_cancel₀ (norm_ne_zero_iff.2 hx)]
  -- extend the normalized state to an orthonormal basis
  obtain ⟨b, hb⟩ := Orthonormal.exists_orthonormalBasis_extension_of_card_eq (𝕜 := ℂ)
    (Fintype.card_fin (Module.finrank ℂ E)).symm
    (v := fun _ => ((‖x‖ : ℂ)⁻¹) • x) (s := {i0})
    ⟨fun _ => hu, fun i j hij => (hij (Subtype.ext
      ((Set.mem_singleton_iff.1 i.2).trans (Set.mem_singleton_iff.1 j.2).symm))).elim⟩
  have hb0 : b i0 = ((‖x‖ : ℂ)⁻¹) • x := hb i0 (Set.mem_singleton i0)
  -- multiply this one basis vector by the imaginary unit
  obtain ⟨b', hb'⟩ := exists_rephased b (fun i => if i = i0 then Complex.I else 1)
    (fun i => by by_cases hi : i = i0 <;> simp [hi])
  have h1 : b' i0 = Complex.I • b i0 := (hb' i0).trans (by simp)
  have h2 : ∀ i, i ≠ i0 → b' i = b i := fun i hi => (hb' i).trans (by simp [hi])
  have key : ∑ i, (⟪b i, T (b i)⟫_ℂ - ⟪b' i, T (b' i)⟫_ℂ) = 2 * ⟪b i0, T (b i0)⟫_ℂ := by
    rw [Finset.sum_eq_single i0]
    · rw [h1, diag_smul, Complex.conj_I, neg_sq, Complex.I_sq]
      ring
    · intro i _ hi
      rw [h2 i hi, sub_self]
    · simp
  rw [Finset.sum_sub_distrib] at key
  have h' := h b b'
  unfold diagSum at h'
  have hz : ⟪b i0, T (b i0)⟫_ℂ = 0 := by linear_combination (h' - key) / 2
  have hn : (‖x‖ : ℂ) ≠ 0 := Complex.ofReal_ne_zero.2 (norm_ne_zero_iff.2 hx)
  have hx' : x = (‖x‖ : ℂ) • b i0 := by
    rw [hb0, smul_smul, mul_inv_cancel₀ hn, one_smul]
  rw [hx', diag_smul, hz, mul_zero]
```

## (d) The square of an antiunitary map

Now let \(T\) be antiunitary on a finite-dimensional space. Show that its diagonal sum is basis-independent if and only if
\[
T(Tx)=-x\quad\text{for all } x .
\]

**Solution.** By (c), basis independence means that \(\langle x,Tx\rangle=0\) for all \(x\). Assume this and expand it for \(x+y\):
\[
\langle x,Ty\rangle+\langle y,Tx\rangle=0 .
\]
Replace the pair \((x,y)\) by \((y,Tx)\) and use antiunitarity:
\[
\langle y,T(Tx)\rangle=-\langle Tx,Ty\rangle=-\langle y,x\rangle .
\]
As \(y\) is arbitrary, \(T(Tx)=-x\). Conversely, if \(T^2=-1\), antiunitarity for the pair \((Tx,x)\) reads \(-\langle x,Tx\rangle=\langle x,Tx\rangle\), so the diagonal element vanishes.

The expansion is `polar`, and `ext_inner_left` expresses that a vector is fixed by its inner products with all \(y\).

For finite-dimensional multiplets, time reversal therefore has a well-defined diagonal sum only in the case \(T^2=-1\), that of half-integer total spin, and there the sum is zero and carries no further information. The orthogonality of \(x\) and \(Tx\) is also the ingredient behind Kramers degeneracy, but no Hamiltonian appears here and no statement about energy levels is made.

```lean
/-- An antiunitary map has a basis-independent diagonal sum exactly when it squares to `-1`. -/
theorem antiunitary_trace_iff [FiniteDimensional ℂ E] (T : E →ₛₗ[starRingEnd ℂ] E)
    (hT : IsAntiunitary T) :
    (∀ b b' : OrthonormalBasis (Fin (Module.finrank ℂ E)) ℂ E, diagSum T b = diagSum T b') ↔
      ∀ x, T (T x) = -x := by
  rw [diagSum_independent_iff]
  constructor
  · intro h x
    -- polarization makes the form `⟪x, T y⟫` antisymmetric
    have polar : ∀ x y, ⟪x, T y⟫_ℂ + ⟪y, T x⟫_ℂ = 0 := by
      intro x y
      have hxy := h (x + y)
      rw [map_add, inner_add_left, inner_add_right, inner_add_right, h x, h y] at hxy
      linear_combination hxy
    refine ext_inner_left ℂ fun y => ?_
    rw [inner_neg_right]
    linear_combination polar y (T x) - hT x y
  · intro h x
    have hx := hT (T x) x
    rw [h x, inner_neg_left] at hx
    linear_combination (-1 / 2 : ℂ) * hx
```

## (e) A bound on the sum

For antiunitary \(T\) and an orthonormal basis of \(n\) vectors, show that
\[
|S_T(b)|\le n .
\]

**Solution.** Setting \(y=x\) in the definition gives \(\|Tx\|=\|x\|\). By Cauchy–Schwarz, \(|\langle b_i,Tb_i\rangle|\le\|b_i\|\,\|Tb_i\|=1\), and the triangle inequality adds up \(n\) such terms.

Here `hn` is the norm identity, the `calc` block is the chain of inequalities, and \(n\) is `Fintype.card ι`.

```lean
/-- The diagonal sum of an antiunitary map has modulus at most the dimension. -/
theorem norm_diagSum_le (T : E →ₛₗ[starRingEnd ℂ] E) (hT : IsAntiunitary T)
    (b : OrthonormalBasis ι ℂ E) : ‖diagSum T b‖ ≤ Fintype.card ι := by
  have hn : ∀ x, ‖T x‖ = ‖x‖ := by
    intro x
    have h := hT x x
    rw [inner_self_eq_norm_sq_to_K, inner_self_eq_norm_sq_to_K] at h
    have h2 : ‖T x‖ ^ 2 = ‖x‖ ^ 2 := by exact_mod_cast h
    exact (sq_eq_sq₀ (norm_nonneg _) (norm_nonneg _)).1 h2
  calc ‖diagSum T b‖ ≤ ∑ i, ‖⟪b i, T (b i)⟫_ℂ‖ := norm_sum_le _ _
    _ ≤ ∑ _i : ι, (1 : ℝ) := Finset.sum_le_sum fun i _ =>
        (norm_inner_le_norm _ _).trans_eq (by rw [hn, b.orthonormal.1 i, mul_one])
    _ = Fintype.card ι := by simp
```

## (f) Sums of phases

Let \(n\ge2\) and \(|z|\le n\). Show that there are \(w_0,\dots,w_{n-1}\) with
\[
|w_i|=1,\qquad \sum_{i=0}^{n-1}w_i=z .
\]

**Solution.** Write \(z=|z|e\) with \(|e|=1\), taking \(e=1\) if \(z=0\). For \(n=2\), place two phases symmetrically about the direction of \(z\):
\[
w_{0,1}=e\left(\tfrac{|z|}{2}\pm \mathrm i\sqrt{1-\tfrac{|z|^2}{4}}\right).
\]
Both have modulus one and their sum is \(|z|e=z\). For the step from \(n\) to \(n+1\), let \(|z|\le n+1\) and split off the phase \(e\). The remainder \(z-e=(|z|-1)e\) has modulus \(\bigl||z|-1\bigr|\le n\), so it is a sum of \(n\) phases by the induction hypothesis.

The helper `dir` supplies \(e\). The `base` and `succ` cases are the two stages above, and `Fin.cons` puts \(e\) in front of the other phases.

```lean
/-- For `n ≥ 2`, every complex number of modulus at most `n` is a sum of `n` phases. -/
theorem exists_sum_phases (n : ℕ) (hn : 2 ≤ n) : ∀ z : ℂ, ‖z‖ ≤ n →
    ∃ w : Fin n → ℂ, (∀ i, ‖w i‖ = 1) ∧ ∑ i, w i = z := by
  have dir : ∀ z : ℂ, ∃ e : ℂ, ‖e‖ = 1 ∧ z = (‖z‖ : ℂ) * e := by
    intro z
    by_cases hz : z = 0
    · exact ⟨1, by simp, by simp [hz]⟩
    · have h : ‖z‖ ≠ 0 := norm_ne_zero_iff.2 hz
      refine ⟨z / (‖z‖ : ℂ), ?_, (mul_div_cancel₀ z (Complex.ofReal_ne_zero.2 h)).symm.trans ?_⟩
      · rw [norm_div, Complex.norm_real, norm_norm, div_self h]
      · have h' : (‖z‖ : ℂ) ≠ 0 := Complex.ofReal_ne_zero.2 h
        field_simp
  induction n, hn using Nat.le_induction with
  | base =>
    intro z hz
    obtain ⟨e, he, hze⟩ := dir z
    have hz2 : ‖z‖ ≤ 2 := by exact_mod_cast hz
    have hs : √(1 - (‖z‖ / 2) ^ 2) ^ 2 = 1 - (‖z‖ / 2) ^ 2 :=
      Real.sq_sqrt (by nlinarith [norm_nonneg z])
    have unit : ∀ a b : ℝ, a ^ 2 + b ^ 2 = 1 → ‖e * (⟨a, b⟩ : ℂ)‖ = 1 := by
      intro a b hab
      rw [norm_mul, he, one_mul]
      refine (pow_eq_one_iff_of_nonneg (norm_nonneg _) two_ne_zero).1 ?_
      rw [Complex.sq_norm, Complex.normSq_mk]
      linarith
    -- two phases placed symmetrically about the direction of `z`
    have hsum : (⟨‖z‖ / 2, √(1 - (‖z‖ / 2) ^ 2)⟩ : ℂ) + ⟨‖z‖ / 2, -√(1 - (‖z‖ / 2) ^ 2)⟩
        = (‖z‖ : ℂ) := by
      apply Complex.ext <;> simp
    refine ⟨![e * ⟨‖z‖ / 2, √(1 - (‖z‖ / 2) ^ 2)⟩, e * ⟨‖z‖ / 2, -√(1 - (‖z‖ / 2) ^ 2)⟩],
      Fin.forall_fin_two.2 ⟨unit _ _ (by linarith), unit _ _ (by rw [neg_sq]; linarith)⟩, ?_⟩
    rw [Fin.sum_univ_two]
    show e * _ + e * _ = z
    rw [← mul_add, hsum, mul_comm]
    exact hze.symm
  | succ n hn ih =>
    intro z hz
    obtain ⟨e, he, hze⟩ := dir z
    have h2 : (2 : ℝ) ≤ n := by exact_mod_cast hn
    push_cast at hz
    have hd : z - e = ((‖z‖ - 1 : ℝ) : ℂ) * e := by
      push_cast
      linear_combination hze
    have hle : ‖z - e‖ ≤ n := by
      rw [hd, norm_mul, he, mul_one, Complex.norm_real, Real.norm_eq_abs, abs_le]
      constructor <;> linarith [norm_nonneg z]
    obtain ⟨w, hw, hws⟩ := ih (z - e) hle
    refine ⟨Fin.cons e w, fun i => Fin.cases he hw i, ?_⟩
    rw [Fin.sum_univ_succ]
    simp only [Fin.cons_zero, Fin.cons_succ]
    rw [hws]
    ring
```

## (g) All values for complex conjugation

Let \(K\) be componentwise conjugation on \(\mathbb C^n\), \((Kx)_i=\bar x_i\), the time reversal of a spinless particle in a basis of real orbitals.

```lean
/-- Componentwise complex conjugation on `ℂⁿ`. -/
def conjMap (n : ℕ) : EuclideanSpace ℂ (Fin n) →ₛₗ[starRingEnd ℂ] EuclideanSpace ℂ (Fin n) where
  toFun x := WithLp.toLp 2 (fun i => conj (x i))
  map_add' x y := by ext i; simp
  map_smul' c x := by ext i; simp
```

For \(n\ge2\), show that the diagonal sums over all orthonormal bases fill a disc:
\[
\{S_K(b) : b \text{ an orthonormal basis of } \mathbb C^n\}=\{z\in\mathbb C : |z|\le n\}.
\]

**Solution.** We have \(\langle Kx,Ky\rangle=\sum_i x_i\bar y_i=\langle y,x\rangle\), so \(K\) is antiunitary and (e) gives one inclusion. For the other, write \(z=\sum_i w_i\) as in (f) and choose \(c_i\) with \(\bar c_i^{\,2}=w_i\), which forces \(|c_i|=1\). The standard basis vectors \(e_i\) satisfy \(Ke_i=e_i\). With \(b_i=c_ie_i\), part (a) gives \(\langle b_i,Kb_i\rangle=w_i\), and the sum is \(z\).

As a numerical instance, take \(n=2\) and \(z=6/5\). The phases are \((3\pm4\mathrm i)/5\), and \(\bigl((2+\mathrm i)/\sqrt5\bigr)^2=(3+4\mathrm i)/5\). The basis
\[
b_0=\tfrac{1}{\sqrt5}(2-\mathrm i,\,0),\qquad b_1=\tfrac{1}{\sqrt5}(0,\,2+\mathrm i)
\]
has diagonal elements \((3+4\mathrm i)/5\) and \((3-4\mathrm i)/5\), with sum \(6/5\). The standard basis gives \(2\).

In the excluded case \(n=1\), the only bases are single phases \(c\), and the values \(\bar c^{\,2}\) fill the unit circle and not the disc.

In the code the set of all values is `Set.range`, `hroot` provides the square roots, and `hfix` is \(Ke_i=e_i\).

```lean
/-- For complex conjugation on `ℂⁿ` with `n ≥ 2`, the diagonal sums over all orthonormal bases
are exactly the complex numbers of modulus at most `n`. -/
theorem range_diagSum_conj (n : ℕ) (hn : 2 ≤ n) :
    Set.range (fun b : OrthonormalBasis (Fin n) ℂ (EuclideanSpace ℂ (Fin n)) =>
      diagSum (conjMap n) b) = {z : ℂ | ‖z‖ ≤ n} := by
  have hT : IsAntiunitary (conjMap n) := by
    intro x y
    rw [PiLp.inner_apply, PiLp.inner_apply]
    exact Finset.sum_congr rfl fun i _ => by simp [conjMap, mul_comm]
  ext z
  constructor
  · rintro ⟨b, rfl⟩
    simpa using norm_diagSum_le (conjMap n) hT b
  · intro hz
    obtain ⟨w, hw, hws⟩ := exists_sum_phases n hn z hz
    -- rephase the standard basis by square roots of the phases
    have hroot : ∀ i, ∃ c : ℂ, ‖c‖ = 1 ∧ (conj c) ^ 2 = w i := by
      intro i
      obtain ⟨r, hr⟩ := IsAlgClosed.exists_pow_nat_eq (w i) (n := 2) (by norm_num)
      refine ⟨conj r, ?_, by rw [Complex.conj_conj, hr]⟩
      rw [Complex.norm_conj]
      refine (pow_eq_one_iff_of_nonneg (norm_nonneg _) two_ne_zero).1 ?_
      rw [← norm_pow, hr, hw]
    choose c hc hcw using hroot
    obtain ⟨b, hb⟩ := exists_rephased (EuclideanSpace.basisFun (Fin n) ℂ) c hc
    refine ⟨b, Eq.trans (Finset.sum_congr rfl fun i _ => ?_) hws⟩
    have hfix : conjMap n (EuclideanSpace.basisFun (Fin n) ℂ i)
        = EuclideanSpace.basisFun (Fin n) ℂ i := by
      ext j
      by_cases h : j = i <;> simp [conjMap, h]
    rw [hb, diag_smul, hfix, hcw, inner_self_eq_norm_sq_to_K,
      (EuclideanSpace.basisFun (Fin n) ℂ).orthonormal.1 i]
    simp
```

## (h) Time reversal of a spin one-half

On \(\mathbb C^2\) let \(\Theta(x_0,x_1)=(-\bar x_1,\bar x_0)\). This is \(-\mathrm i\sigma_yK\), with \(\sigma_y\) the Pauli matrix; an overall phase is a matter of convention.

```lean
/-- The map `(x₀, x₁) ↦ (-conj x₁, conj x₀)` on `ℂ²`, time reversal of a spin one-half. -/
def spinReversal : EuclideanSpace ℂ (Fin 2) →ₛₗ[starRingEnd ℂ] EuclideanSpace ℂ (Fin 2) where
  toFun x := !₂[-conj (x 1), conj (x 0)]
  map_add' x y := by ext i; fin_cases i <;> simp [add_comm]
  map_smul' c x := by ext i; fin_cases i <;> simp
```

Show that \(\Theta\) is antiunitary and that
\[
\Theta^2=-1,\qquad S_\Theta(b)=0\ \text{ for every orthonormal basis } b .
\]

**Solution.** First, \(\langle\Theta x,\Theta y\rangle=x_1\bar y_1+x_0\bar y_0=\langle y,x\rangle\). Next, \(\Theta(-\bar x_1,\bar x_0)=(-x_0,-x_1)\). Finally, \(\langle x,\Theta x\rangle=-\bar x_0\bar x_1+\bar x_1\bar x_0=0\), so each term of the sum vanishes.

Lean checks the first two claims by components and obtains the third from (d) and (c), so the example also shows that the condition in (d) is met by an actual map.

```lean
/-- Spin one-half time reversal is antiunitary, squares to `-1`, and has diagonal sum zero in
every orthonormal basis. -/
theorem spinReversal_witness : IsAntiunitary spinReversal ∧
    (∀ x, spinReversal (spinReversal x) = -x) ∧
    ∀ b : OrthonormalBasis (Fin 2) ℂ (EuclideanSpace ℂ (Fin 2)), diagSum spinReversal b = 0 := by
  have hT : IsAntiunitary spinReversal := by
    intro x y
    simp [spinReversal, PiLp.inner_apply, Fin.sum_univ_two]
    ring
  have hsq : ∀ x, spinReversal (spinReversal x) = -x := by
    intro x
    ext i
    fin_cases i <;> simp [spinReversal]
  have h0 := (diagSum_independent_iff spinReversal).1 ((antiunitary_trace_iff _ hT).2 hsq)
  exact ⟨hT, hsq, fun b => by simp [diagSum, h0]⟩

end

end AntiunitaryTrace
```

```lean
#print axioms AntiunitaryTrace.antiunitary_trace_iff
#print axioms AntiunitaryTrace.range_diagSum_conj
```

```
'AntiunitaryTrace.antiunitary_trace_iff' depends on axioms: [propext, Classical.choice, Quot.sound]
'AntiunitaryTrace.range_diagSum_conj' depends on axioms: [propext, Classical.choice, Quot.sound]
```
